# A magnetic Compton profile modelled as a broad Gaussian minus a narrower one has a single peak at non-negative momenta

The model takes a magnetic Compton profile to be a Gaussian of standard deviation d minus an opposite-spin Gaussian of smaller standard deviation s > 0, with positive weights a and b that give areas √(2π)·a and √(2π)·b. The theorem `profile_rises_then_falls` states that the profile increases strictly from zero momentum to a peak momentum p and decreases strictly from p onwards. Here p² is 2s²d²/(d² − s²) · ln(bd³/(as³)) when that is positive; otherwise p is zero and only the fall remains. The proof takes the slope from the preceding lemma, as y times a positive factor times the difference between an exponential and one, and reads off its sign on each side of p.

This version doesn't compile in Lean 4 with Mathlib:

```lean
import Mathlib

open Real Set Filter Topology

namespace ProfileRisesThenFalls

noncomputable section

/-- Magnetic Compton profile at momentum `y`: a Gaussian of weight `a` and width `d` minus an
opposite-spin Gaussian of weight `b` and width `s`, for positive widths. -/
def profile (a b d s y : ℝ) : ℝ :=
  a / d * exp (-y ^ 2 / (2 * d ^ 2)) - b / s * exp (-y ^ 2 / (2 * s ^ 2))

/-- The value of `y ^ 2` at which the slopes of the two Gaussians balance, for `a, b > 0` and
`0 < s < d`; a negative value means that they balance at no real momentum away from zero. -/
def balanceSq (a b d s : ℝ) : ℝ :=
  2 * s ^ 2 * d ^ 2 / (d ^ 2 - s ^ 2) * log (b * d ^ 3 / (a * s ^ 3))

/-- The peak momentum, for `a, b > 0` and `0 < s < d`: the balance point of the slopes if there
is one, and zero otherwise. -/
def peakMomentum (a b d s : ℝ) : ℝ := √(max (balanceSq a b d s) 0)

variable {a b d s : ℝ}

/-- For positive weights and `0 < s < d`, the slope of the profile is `y` times a positive factor
times a term whose sign is that of `balanceSq - y ^ 2`. -/
theorem hasDerivAt_profile (ha : 0 < a) (hb : 0 < b) (hs : 0 < s) (hsd : s < d) (y : ℝ) :
    HasDerivAt (profile a b d s)
      (y * (a / d ^ 3 * exp (-y ^ 2 / (2 * d ^ 2)) *
        (exp ((d ^ 2 - s ^ 2) / (2 * s ^ 2 * d ^ 2) * (balanceSq a b d s - y ^ 2)) - 1))) y := by
  have hd : 0 < d := hs.trans hsd
  have hne : d ^ 2 - s ^ 2 ≠ 0 := by
    have : 0 < d ^ 2 - s ^ 2 := by nlinarith
    exact this.ne'
  -- the slope of a single Gaussian
  have gauss : ∀ w : ℝ, w ≠ 0 → HasDerivAt (fun y : ℝ => exp (-y ^ 2 / (2 * w ^ 2)))
      (exp (-y ^ 2 / (2 * w ^ 2)) * (-y / w ^ 2)) y := by
    intro w hw
    have h2 := ((hasDerivAt_pow 2 y).fun_neg).div_const (2 * w ^ 2)
    have h1 : HasDerivAt (fun y : ℝ => -y ^ 2 / (2 * w ^ 2)) (-y / w ^ 2) y := by
      refine h2.congr_deriv ?_
      show -(((2 : ℕ) : ℝ) * y ^ 1) / (2 * w ^ 2) = -y / w ^ 2
      rw [pow_one, Nat.cast_ofNat]
      field_simp
    exact h1.exp
  -- the narrow Gaussian expressed through the broad one
  have hexp : -y ^ 2 / (2 * d ^ 2) +
      (d ^ 2 - s ^ 2) / (2 * s ^ 2 * d ^ 2) * (balanceSq a b d s - y ^ 2) =
      log (b * d ^ 3 / (a * s ^ 3)) + -y ^ 2 / (2 * s ^ 2) := by
    unfold balanceSq
    generalize log (b * d ^ 3 / (a * s ^ 3)) = L
    field_simp
    ring
  have key : b / s ^ 3 * exp (-y ^ 2 / (2 * s ^ 2)) = a / d ^ 3 * exp (-y ^ 2 / (2 * d ^ 2)) *
      exp ((d ^ 2 - s ^ 2) / (2 * s ^ 2 * d ^ 2) * (balanceSq a b d s - y ^ 2)) := by
    rw [mul_assoc, ← exp_add, hexp, exp_add, exp_log (by positivity)]
    field_simp
  have h3 : HasDerivAt (profile a b d s) _ y :=
    ((gauss d hd.ne').const_mul (a / d)).fun_sub ((gauss s hs.ne').const_mul (b / s))
  refine h3.congr_deriv ?_
  linear_combination y * key

/-- For positive weights and `0 < s < d`, the profile rises strictly from zero momentum to the
peak momentum and falls strictly beyond it. -/
theorem profile_rises_then_falls (ha : 0 < a) (hb : 0 < b) (hs : 0 < s) (hsd : s < d) :
    StrictMonoOn (profile a b d s) (Icc 0 (peakMomentum a b d s)) ∧
      StrictAntiOn (profile a b d s) (Ici (peakMomentum a b d s)) := by
  have hd : 0 < d := hs.trans hsd
  have hκ : 0 < (d ^ 2 - s ^ 2) / (2 * s ^ 2 * d ^ 2) :=
    div_pos (by nlinarith) (by positivity)
  have hD := hasDerivAt_profile ha hb hs hsd
  constructor
  · refine strictMonoOn_of_deriv_pos (convex_Icc _ _)
      (fun y _ => (hD y).continuousAt.continuousWithinAt) fun y hy => ?_
    rw [interior_Icc] at hy
    have h1 : y ^ 2 < balanceSq a b d s :=
      (lt_max_iff.mp ((Real.lt_sqrt hy.1.le).mp hy.2)).resolve_right (not_lt.mpr (sq_nonneg y))
    rw [(hD y).deriv]
    exact mul_pos hy.1 (mul_pos (by positivity)
      (sub_pos.mpr (Real.one_lt_exp_iff.mpr (mul_pos hκ (sub_pos.mpr h1)))))
  · refine strictAntiOn_of_deriv_neg (convex_Ici _)
      (fun y _ => (hD y).continuousAt.continuousWithinAt) fun y hy => ?_
    rw [interior_Ici] at hy
    have hy0 : 0 < y := (Real.sqrt_nonneg _).trans_lt hy
    have h1 : balanceSq a b d s < y ^ 2 :=
      (le_max_left _ _).trans_lt ((Real.sqrt_lt' hy0).mp hy)
    rw [(hD y).deriv]
    exact mul_neg_of_pos_of_neg hy0 (mul_neg_of_pos_of_neg (by positivity)
      (sub_neg.mpr (Real.exp_lt_one (mul_neg_of_pos_of_neg hκ (sub_neg.mpr h1)))))

end

end ProfileRisesThenFalls
```

The compiler's answer:

```
Main.lean:89:20: error(lean.unknownIdentifier): Unknown constant `Real.exp_lt_one`
```

What went wrong. The message says that Lean knows no constant called `Real.exp_lt_one`. The name is used in the falling half of the proof, where the slope must be shown to be negative beyond the peak. There the exponent is a positive constant times `balanceSq a b d s - y ^ 2`, which is negative, and the proof needs the exponential to be less than one. The mathematical step is sound, but the lemma cited for it does not exist under that name in the Mathlib being used.

The repair cites `Real.exp_lt_one_iff` instead, which says that the exponential of a real number is less than one exactly when the number is negative. Because this is an equivalence, `.mpr` is added to pick the direction from a negative exponent to an exponential below one. The proof that the exponent is negative is passed to it unchanged.

As a diff, the version that Lean accepts:

```diff
@@ -87,5 +87,5 @@
     rw [(hD y).deriv]
     exact mul_neg_of_pos_of_neg hy0 (mul_neg_of_pos_of_neg (by positivity)
-      (sub_neg.mpr (Real.exp_lt_one (mul_neg_of_pos_of_neg hκ (sub_neg.mpr h1)))))
+      (sub_neg.mpr (Real.exp_lt_one_iff.mpr (mul_neg_of_pos_of_neg hκ (sub_neg.mpr h1)))))
 
 end
```
